# With $\beta=\frac{1}{32}(3/b^2)^{3/4}$, the VV10 and rVV10 nonlocal correlation energies vanish in a uniform electron gas of any density

Take the integral $\int_0^\infty R^2/(R^2+1)^3\,dR=\pi/16$. If the denominator is $(wR^2+k)^3$ instead, with $w,k>0$, the substitution $R=\sqrt{k/w}\,u$ multiplies the result by $(wk)^{-3/2}$. In VV10, a nonlocal correlation functional for van der Waals interactions, $w$ is a local frequency and $k$ a short-range damping parameter. In a uniform gas of density $n$ they scale as $n^{1/2}$ and $n^{1/6}$, so $(wk)^{3/2}$ is proportional to $n$. The energy per electron carries one factor of $n$ in front of the integral, and the density drops out.

That seems to be why a single constant $\beta$, depending only on the damping coefficient $b$, can cancel the nonlocal correlation energy of the uniform gas at every density. I would like to see this made rigorous and machine-checked, including the prefactor $1/32$, the full three-dimensional integral and the rVV10 variant. Can it be done?

## The density cancels because $(wk)^{3/2}\propto n$

Yes. In Hartree atomic units, the uniform-gas parameters are

$$w=\sqrt{\frac{4\pi n}{3}},\qquad k=\frac{3\pi b}{2}\left(\frac{n}{9\pi}\right)^{1/6},\qquad n,b>0.$$

**The radial integral.** Write $w=a^2$ and $k=c^2$ with $a,c>0$, and let $D=a^2R^2+c^2$. An antiderivative of $R^2/D^3$ is

$$F(R)=\frac{1}{8a^3c^3}\arctan\frac{aR}{c}+\frac{1}{8a^2c^2}\,\frac{R(a^2R^2-c^2)}{D^2}.$$

To check it, note that the arctangent has derivative $ac/D$, so the first term contributes $D^2/(8a^2c^2D^3)$. The derivative of the fraction in the second term is

$$\frac{(3a^2R^2-c^2)D-4a^2R^2(a^2R^2-c^2)}{D^3}=\frac{-a^4R^4+6a^2c^2R^2-c^4}{D^3}.$$

Adding $D^2=a^4R^4+2a^2c^2R^2+c^4$ to this numerator leaves $8a^2c^2R^2$, and the prefactor reduces it to $R^2$. Since $F(0)=0$ and only the arctangent survives at infinity,

$$\int_0^\infty\frac{R^2}{(wR^2+k)^3}\,dR=\frac{\pi}{16\,a^3c^3}=\frac{\pi}{16\,(wk)^{3/2}}.$$

**The scaling identity.** The claim is $(3/b^2)^{3/4}(wk)^{3/2}=3\pi^2n$. Both sides are positive, so it suffices to compare fourth powers:

$$\frac{27}{b^6}\,w^6k^6=\frac{27}{b^6}\left(\frac{4\pi n}{3}\right)^3\left(\frac{3\pi b}{2}\right)^6\frac{n}{9\pi}=81\,\pi^8n^4=(3\pi^2n)^4.$$

**The constant.** Combining the two results gives

$$\frac n2\int_0^\infty4\pi R^2\,\frac{3}{4(wR^2+k)^3}\,dR=\frac{3\pi^2n}{32\,(wk)^{3/2}}=\frac1{32}\left(\frac3{b^2}\right)^{3/4}.$$

**The kernels.** For two points at distance $R$ with parameters $(w,k)$ and $(w',k')$, put $g=wR^2+k$ and $g'=w'R^2+k'$. The VV10 kernel is $\Phi=-3/[2gg'(g+g')]$, which becomes $-3/(4g^3)$ when the parameters agree. The rVV10 kernel replaces $g$ by $g/k$ and $g'$ by $g'/k'$, and has an extra factor $(kk')^{3/2}$ in the denominator. At equal parameters that factor is $k^3$, which cancels the three divisions by $k$, so the same expression results.

**The energy.** The energy per electron is $\beta+\frac12\int n\,\Phi(|\mathbf r|)\,d^3r$. In spherical coordinates the second term is minus the constant just found. The energy is therefore $\beta-\frac1{32}(3/b^2)^{3/4}$, which is zero for exactly one value of $\beta$.

## What the theorems say about the gas

The final theorem, `uniform_gas_vanishes_iff`, says that for all real $C$ and $\beta$ and all positive $b$ and $n$, the VV10 energy per electron is zero if and only if $\beta=\frac1{32}(3/b^2)^{3/4}$, and likewise for rVV10. The theorem before it, `uniform_gas_energy`, gives the energy for any $\beta$, and `radial_formula` is the one-dimensional identity.

The Lean objects correspond to the physics as follows.

- `Space` is three-dimensional Euclidean space with its usual volume. The reference electron sits at the origin, and `‖x‖` is the distance $R$.
- `localFreq C n g` is $\sqrt{C(g/n)^4+4\pi n/3}$, where `g` is the norm of the density gradient, not the $g=wR^2+k$ of the kernels above. The term $4\pi n/3$ is one third of the squared plasma frequency. The coefficient $C$ sets how strongly density gradients raise the local frequency. A uniform gas has `g = 0`, so $C$ has no effect here.
- `damping b n` is $k$. The coefficient $b$ controls how strongly the interaction is damped at short range.
- `vv10Kernel` and `rvv10Kernel` take separate parameters for the two points; `energyPerElectron` supplies the same pair twice.
- `vv10Beta b` is the constant $\frac1{32}(3/b^2)^{3/4}$.

The kernels and the formulas for $w$ and $k$ are definitions, not consequences of many-electron theory. The energy per electron is also defined directly for an infinite uniform gas, without a limit of finite systems. The theorems concern only the nonlocal term together with $\beta$, not the semilocal correlation functional with which it is combined. They say nothing about inhomogeneous densities, where the two kernels generally differ.

For electronic structure, the result means that adding this term to a semilocal functional leaves the latter's uniform-gas correlation energy unchanged, a statement restricted to strictly constant density.

The condition $n>0$ matters. At $n=0$ the integrand in `energyPerElectron` is zero, so the energy is $\beta$. With $b=1$ and $\beta=0$ it vanishes, although $\frac1{32}\,3^{3/4}\neq0$, and the equivalence fails. If $b<0$, then $k<0$ and the uniform-gas kernel has a non-integrable singularity at $R=\sqrt{-k/w}$.

```lean
import Mathlib

open MeasureTheory MeasureTheory.Measure Set Filter Topology

namespace VV10UniformGas

noncomputable section

local notation "π" => Real.pi

/-- Three-dimensional physical space. -/
abbrev Space := EuclideanSpace ℝ (Fin 3)

/-- The local frequency of VV10 at density `n` and density-gradient norm `g`,
with gradient coefficient `C`. -/
def localFreq (C n g : ℝ) : ℝ := √(C * (g / n) ^ 4 + 4 * π * n / 3)

/-- The short-range damping parameter of VV10 at density `n`. -/
def damping (b n : ℝ) : ℝ := 3 * π * b / 2 * (n / (9 * π)) ^ (1 / 6 : ℝ)

/-- The VV10 kernel for two points at distance `R` with frequencies `w, w'` and
damping parameters `k, k'`. -/
def vv10Kernel (w k w' k' R : ℝ) : ℝ :=
  -3 / (2 * (w * R ^ 2 + k) * (w' * R ^ 2 + k') * ((w * R ^ 2 + k) + (w' * R ^ 2 + k')))

/-- The rVV10 kernel, which depends on the frequencies through the ratios `w / k`
and `w' / k'`. -/
def rvv10Kernel (w k w' k' R : ℝ) : ℝ :=
  -3 / (2 * √(k * k') ^ 3 * (w / k * R ^ 2 + 1) * (w' / k' * R ^ 2 + 1) *
    ((w / k * R ^ 2 + 1) + (w' / k' * R ^ 2 + 1)))

/-- The nonlocal correlation energy per electron of a uniform gas of density `n`,
for a kernel `Φ` and a local constant `β`. -/
def energyPerElectron (Φ : ℝ → ℝ → ℝ → ℝ → ℝ → ℝ) (C b β n : ℝ) : ℝ :=
  β + 1 / 2 * ∫ x : Space,
    n * Φ (localFreq C n 0) (damping b n) (localFreq C n 0) (damping b n) ‖x‖

/-- The VV10 constant as a function of the damping coefficient `b`. -/
def vv10Beta (b : ℝ) : ℝ := 1 / 32 * (3 / b ^ 2) ^ (3 / 4 : ℝ)

/-- The integral of `R² / (w R² + k)³` over `R > 0` in closed form, for positive `w` and `k`. -/
theorem radial_integral {w k : ℝ} (hw : 0 < w) (hk : 0 < k) :
    ∫ R in Ioi (0 : ℝ), R ^ 2 / (w * R ^ 2 + k) ^ 3 = π / (16 * √(w * k) ^ 3) := by
  obtain ⟨a, ha, rfl⟩ : ∃ a : ℝ, 0 < a ∧ a ^ 2 = w :=
    ⟨√w, Real.sqrt_pos.2 hw, Real.sq_sqrt hw.le⟩
  obtain ⟨c, hc, rfl⟩ : ∃ c : ℝ, 0 < c ∧ c ^ 2 = k :=
    ⟨√k, Real.sqrt_pos.2 hk, Real.sq_sqrt hk.le⟩
  have hs : √(a ^ 2 * c ^ 2) = a * c := by
    rw [← mul_pow]; exact Real.sqrt_sq (by positivity)
  -- an explicit antiderivative
  have hder : ∀ x ∈ Ici (0 : ℝ), HasDerivAt
      (fun R : ℝ => 1 / (8 * a ^ 3 * c ^ 3) * Real.arctan (a / c * R) +
        1 / (8 * a ^ 2 * c ^ 2) * (R * (a ^ 2 * R ^ 2 - c ^ 2) /
          ((a ^ 2 * R ^ 2 + c ^ 2) * (a ^ 2 * R ^ 2 + c ^ 2))))
      (x ^ 2 / (a ^ 2 * x ^ 2 + c ^ 2) ^ 3) x := by
    intro x _
    have hD : a ^ 2 * x ^ 2 + c ^ 2 ≠ 0 := by positivity
    have hsq : HasDerivAt (fun R : ℝ => R ^ 2) (2 * x) x := by
      simpa using hasDerivAt_pow 2 x
    have h1 : HasDerivAt (fun R : ℝ => Real.arctan (a / c * R))
        (a * c / (a ^ 2 * x ^ 2 + c ^ 2)) x := by
      refine ((hasDerivAt_id' x).const_mul (a / c)).arctan.congr_deriv ?_
      have e : 1 + (a / c * x) ^ 2 = (a ^ 2 * x ^ 2 + c ^ 2) / c ^ 2 := by
        field_simp
        ring
      rw [e]
      field_simp
    have hN := (hasDerivAt_id' x).fun_mul ((hsq.const_mul (a ^ 2)).sub_const (c ^ 2))
    have hd := (hsq.const_mul (a ^ 2)).add_const (c ^ 2)
    have h2 := hN.fun_div (hd.fun_mul hd) (mul_ne_zero hD hD)
    refine ((h1.const_mul _).fun_add (h2.const_mul _)).congr_deriv ?_
    field_simp
    ring
  -- its limit at infinity: only the arctangent survives
  have hat : Tendsto (fun R : ℝ => Real.arctan (a / c * R)) atTop (𝓝 (π / 2)) :=
    (Real.tendsto_arctan_atTop.mono_right nhdsWithin_le_nhds).comp
      (tendsto_id.const_mul_atTop (div_pos ha hc))
  have hrat : Tendsto (fun R : ℝ => R * (a ^ 2 * R ^ 2 - c ^ 2) /
      ((a ^ 2 * R ^ 2 + c ^ 2) * (a ^ 2 * R ^ 2 + c ^ 2))) atTop (𝓝 0) := by
    have hz : Tendsto (fun R : ℝ => 1 / (a ^ 2 * R)) atTop (𝓝 0) :=
      tendsto_const_nhds.div_atTop (tendsto_id.const_mul_atTop (by positivity))
    refine squeeze_zero_norm' ?_ hz
    filter_upwards [eventually_gt_atTop (0 : ℝ)] with R hR
    have hD : 0 < a ^ 2 * R ^ 2 + c ^ 2 := by positivity
    have p1 : 0 < a ^ 2 * R ^ 2 := by positivity
    have p2 : 0 < c ^ 2 := by positivity
    have h1 : |a ^ 2 * R ^ 2 - c ^ 2| ≤ a ^ 2 * R ^ 2 + c ^ 2 :=
      abs_le.2 ⟨by linarith, by linarith⟩
    have h3 := mul_le_mul (by linarith : a ^ 2 * R ^ 2 ≤ a ^ 2 * R ^ 2 + c ^ 2) h1
      (abs_nonneg _) hD.le
    rw [Real.norm_eq_abs, abs_div, abs_mul, abs_of_pos hR, abs_of_pos (mul_pos hD hD),
      div_le_div_iff₀ (mul_pos hD hD) (by positivity)]
    linarith
  have hlim := (hat.const_mul (1 / (8 * a ^ 3 * c ^ 3))).add
    (hrat.const_mul (1 / (8 * a ^ 2 * c ^ 2)))
  rw [integral_Ioi_of_hasDerivAt_of_nonneg' hder (fun x _ => by positivity) hlim, hs]
  simp only [mul_zero, Real.arctan_zero, zero_mul, zero_div, add_zero, sub_zero]
  field_simp
  ring

/-- The product of frequency and damping parameter in the uniform gas, to the power 3/2,
is proportional to the density. -/
theorem density_scaling {b n : ℝ} (hb : 0 < b) (hn : 0 < n) :
    (3 / b ^ 2) ^ (3 / 4 : ℝ) * √(√(4 * π * n / 3) * damping b n) ^ 3 = 3 * π ^ 2 * n := by
  have hpi := Real.pi_pos
  have hk : 0 < damping b n := by unfold damping; positivity
  have ht : ((3 / b ^ 2) ^ (3 / 4 : ℝ)) ^ 4 = (3 / b ^ 2) ^ 3 := by
    rw [← Real.rpow_mul_natCast (by positivity : (0 : ℝ) ≤ 3 / b ^ 2),
      show (3 / 4 : ℝ) * ((4 : ℕ) : ℝ) = ((3 : ℕ) : ℝ) by norm_num, Real.rpow_natCast]
  have hk6 : damping b n ^ 6 = (3 * π * b / 2) ^ 6 * (n / (9 * π)) := by
    rw [damping, mul_pow, ← Real.rpow_mul_natCast (by positivity : (0 : ℝ) ≤ n / (9 * π)),
      show (1 / 6 : ℝ) * ((6 : ℕ) : ℝ) = 1 by norm_num, Real.rpow_one]
  have hw2 : √(4 * π * n / 3) ^ 2 = 4 * π * n / 3 := Real.sq_sqrt (by positivity)
  have hS : √(√(4 * π * n / 3) * damping b n) ^ 2 = √(4 * π * n / 3) * damping b n :=
    Real.sq_sqrt (by positivity)
  -- compare fourth powers, where all roots disappear
  refine (pow_left_inj₀ (by positivity) (by positivity) (by norm_num : (4 : ℕ) ≠ 0)).1 ?_
  calc ((3 / b ^ 2) ^ (3 / 4 : ℝ) * √(√(4 * π * n / 3) * damping b n) ^ 3) ^ 4
      = ((3 / b ^ 2) ^ (3 / 4 : ℝ)) ^ 4 *
          (√(√(4 * π * n / 3) * damping b n) ^ 2) ^ 6 := by
        rw [mul_pow, ← pow_mul, ← pow_mul]
    _ = (3 / b ^ 2) ^ 3 * ((√(4 * π * n / 3) ^ 2) ^ 3 * damping b n ^ 6) := by
        rw [ht, hS, mul_pow, ← pow_mul]
    _ = (3 * π ^ 2 * n) ^ 4 := by
        rw [hw2, hk6]
        field_simp
        ring

/-- Half the density times the radial integral of the uniform-gas kernel strength equals
the VV10 constant, at every density. -/
theorem radial_formula {b n : ℝ} (hb : 0 < b) (hn : 0 < n) :
    n / 2 * ∫ R in Ioi (0 : ℝ), 4 * π * R ^ 2 *
      (3 / (4 * (√(4 * π * n / 3) * R ^ 2 + damping b n) ^ 3)) = vv10Beta b := by
  have hpi := Real.pi_pos
  have hw : 0 < √(4 * π * n / 3) := Real.sqrt_pos.2 (by positivity)
  have hk : 0 < damping b n := by unfold damping; positivity
  have hp : ∀ R : ℝ, 4 * π * R ^ 2 *
      (3 / (4 * (√(4 * π * n / 3) * R ^ 2 + damping b n) ^ 3)) =
      3 * π * (R ^ 2 / (√(4 * π * n / 3) * R ^ 2 + damping b n) ^ 3) := by
    intro R
    generalize √(4 * π * n / 3) * R ^ 2 + damping b n = D
    ring
  have hS : √(√(4 * π * n / 3) * damping b n) ^ 3 ≠ 0 :=
    (pow_pos (Real.sqrt_pos.2 (mul_pos hw hk)) 3).ne'
  rw [integral_congr_ae (Eventually.of_forall hp), integral_const_mul,
    radial_integral hw hk, vv10Beta, eq_div_of_mul_eq hS (density_scaling hb hn)]
  field_simp
  ring

/-- The integral over space of a function of the distance from the origin, in spherical
coordinates. -/
theorem integral_radial (f : ℝ → ℝ) :
    ∫ x : Space, f ‖x‖ = 4 * π * ∫ R in Ioi (0 : ℝ), R ^ 2 * f R := by
  have hpi := Real.pi_pos
  have hv : (volume : Measure Space).real (Metric.ball 0 1) = π * 4 / 3 := by
    rw [Measure.real, EuclideanSpace.volume_ball_fin_three, ENNReal.ofReal_one, one_pow,
      one_mul, ENNReal.toReal_ofReal (by positivity)]
  rw [integral_fun_norm_addHaar (volume : Measure Space) f, hv, finrank_euclideanSpace_fin]
  simp only [nsmul_eq_mul, smul_eq_mul, Nat.reduceSub, Nat.cast_ofNat]
  ring

/-- For two points with equal local parameters the VV10 and rVV10 kernels both reduce to
the same expression. -/
theorem kernels_equal_points (w R : ℝ) {k : ℝ} (hk : 0 < k) :
    vv10Kernel w k w k R = -3 / (4 * (w * R ^ 2 + k) ^ 3) ∧
    rvv10Kernel w k w k R = -3 / (4 * (w * R ^ 2 + k) ^ 3) := by
  constructor
  · rw [vv10Kernel]
    congr 1
    ring
  · have e : w / k * R ^ 2 + 1 = (w * R ^ 2 + k) / k := by field_simp
    rw [rvv10Kernel, Real.sqrt_mul_self hk.le, e]
    congr 1
    field_simp
    ring

/-- In the uniform gas the VV10 and rVV10 correlation energies per electron are both `β`
minus the VV10 constant, at every density. -/
theorem uniform_gas_energy (C β : ℝ) {b n : ℝ} (hb : 0 < b) (hn : 0 < n) :
    energyPerElectron vv10Kernel C b β n = β - vv10Beta b ∧
    energyPerElectron rvv10Kernel C b β n = β - vv10Beta b := by
  have hpi := Real.pi_pos
  have hk : 0 < damping b n := by unfold damping; positivity
  have hw : localFreq C n 0 = √(4 * π * n / 3) := by simp [localFreq]
  have hp : ∀ R : ℝ, 4 * π * (R ^ 2 *
      (n * (-3 / (4 * (√(4 * π * n / 3) * R ^ 2 + damping b n) ^ 3)))) =
      -n * (4 * π * R ^ 2 *
        (3 / (4 * (√(4 * π * n / 3) * R ^ 2 + damping b n) ^ 3))) := by
    intro R
    generalize √(4 * π * n / 3) * R ^ 2 + damping b n = D
    ring
  -- the spatial integral shared by both functionals
  have key : β + 1 / 2 * ∫ x : Space,
      n * (-3 / (4 * (√(4 * π * n / 3) * ‖x‖ ^ 2 + damping b n) ^ 3)) = β - vv10Beta b := by
    rw [integral_radial
      (fun R => n * (-3 / (4 * (√(4 * π * n / 3) * R ^ 2 + damping b n) ^ 3))),
      ← integral_const_mul, integral_congr_ae (Eventually.of_forall hp),
      integral_const_mul, ← radial_formula hb hn]
    ring
  constructor
  · simp only [energyPerElectron, hw, (kernels_equal_points _ _ hk).1]
    exact key
  · simp only [energyPerElectron, hw, (kernels_equal_points _ _ hk).2]
    exact key

/-- The VV10 and rVV10 correlation energies of the uniform gas each vanish exactly when
`β = (1/32) (3/b²)^(3/4)`. -/
theorem uniform_gas_vanishes_iff (C β : ℝ) {b n : ℝ} (hb : 0 < b) (hn : 0 < n) :
    (energyPerElectron vv10Kernel C b β n = 0 ↔
      β = 1 / 32 * (3 / b ^ 2) ^ (3 / 4 : ℝ)) ∧
    (energyPerElectron rvv10Kernel C b β n = 0 ↔
      β = 1 / 32 * (3 / b ^ 2) ^ (3 / 4 : ℝ)) := by
  obtain ⟨h1, h2⟩ := uniform_gas_energy C β hb hn
  rw [h1, h2]
  exact ⟨sub_eq_zero, sub_eq_zero⟩

end

end VV10UniformGas
```

```lean
#print axioms VV10UniformGas.uniform_gas_energy
-- 'VV10UniformGas.uniform_gas_energy' depends on axioms: [propext, Classical.choice, Quot.sound]
#print axioms VV10UniformGas.uniform_gas_vanishes_iff
-- 'VV10UniformGas.uniform_gas_vanishes_iff' depends on axioms: [propext, Classical.choice, Quot.sound]
```

## How the proof follows the calculation

`radial_integral` begins by replacing $w$ and $k$ with $a^2$ and $c^2$, which keeps square roots out of the algebra. The step `hder` proves that $F$ has the required derivative: the calculus rules produce a derivative, and `field_simp` and `ring` verify the cancellation shown above. The limit at infinity comes in two parts. `hat` sends the arctangent to $\pi/2$, and `hrat` sends the rational term to zero through the bound

$$\left|\frac{R(a^2R^2-c^2)}{D^2}\right|\le\frac{R}{D}\le\frac1{a^2R}\qquad(R>0).$$

The lemma `integral_Ioi_of_hasDerivAt_of_nonneg'` then evaluates the improper integral as the limit minus $F(0)$. It needs the integrand to be nonnegative, which is clear here.

`density_scaling` is the comparison of fourth powers. The facts `ht`, `hk6`, `hw2` and `hS` each remove one kind of root, and `pow_left_inj₀` passes from equal fourth powers back to equal nonnegative numbers. The `calc` block is the displayed computation in three steps.

`radial_formula` pulls the factor $3\pi$ out of the integral, inserts the closed form, and uses the scaling identity, solved for $(3/b^2)^{3/4}$, to bring both sides to the same expression.

`integral_radial` supplies the spherical coordinates. Mathlib's general formula for radial functions has the prefactor (dimension) × (volume of the unit ball), here $3\cdot\frac{4\pi}{3}=4\pi$.

`kernels_equal_points` carries out the two kernel reductions. The rVV10 half simplifies $\sqrt{k\cdot k}$ to $k$, which is where the sign of $k$ matters, and rewrites $\frac wkR^2+1$ as $(wR^2+k)/k$, which needs only $k\neq0$.

In `uniform_gas_energy`, the step `key` evaluates the spatial integral once, by `integral_radial` and `radial_formula`. Each functional is then reduced to it by its half of `kernels_equal_points`. Finally, `uniform_gas_vanishes_iff` applies `sub_eq_zero`: a difference is zero exactly when its two terms are equal.
